# The Boltzmann operator of a finite diagonal Hamiltonian with real energies eᵢ is diagonal, with entries exp(−b eᵢ)

A Hamiltonian on a finite set of basis states is given as a diagonal complex matrix with real energies eᵢ. The lemma `boltzmann_diagonal` states that, for every real b, the matrix exponential exp(−bH) is again diagonal, with the Boltzmann factors exp(−b eᵢ) on its diagonal. The operator is unnormalised: it is not divided by the partition function. The attempt moves the factor −b inside the diagonal matrix, uses `Matrix.exp_diagonal` to reduce the matrix exponential to that of the function listing the diagonal entries, and then compares the two sides entry by entry.

This version doesn't compile in Lean 4 with Mathlib:

```lean
import Mathlib

open Matrix NormedSpace

namespace BoltzmannDiagonal

noncomputable section

variable {m n : Type*} [Fintype m] [DecidableEq m] [Fintype n] [DecidableEq n]

/-- The Boltzmann operator `exp(-b H)` of a Hamiltonian matrix `H` at inverse temperature `b`. -/
def boltzmann (H : Matrix n n ℂ) (b : ℝ) : Matrix n n ℂ :=
  NormedSpace.exp ((-(b : ℂ)) • H)

/-- For a diagonal Hamiltonian with real energies `e i`, the Boltzmann operator is diagonal
with the Boltzmann factors `exp(-b e i)` as entries. -/
theorem boltzmann_diagonal (e : n → ℝ) (b : ℝ) :
    boltzmann (diagonal (fun i => (e i : ℂ))) b =
      diagonal (fun i => ((Real.exp (-b * e i) : ℝ) : ℂ)) := by
  unfold boltzmann
  rw [← Matrix.diagonal_smul, Matrix.exp_diagonal]
  congr 1
  funext i
  rw [Pi.exp_apply, ← Complex.exp_eq_exp_ℂ]
  simp

end

end BoltzmannDiagonal
```

The error:

```
Main.lean:24:6: error(lean.unknownIdentifier): Unknown identifier `Pi.exp_apply`
Main.lean:19:61: error: unsolved goals
n : Type u_2
inst✝¹ : Fintype n
inst✝ : DecidableEq n
e : n → ℝ
b : ℝ
i : n
⊢ exp (-↑b • fun i => ↑(e i)) i = ↑(Real.exp (-b * e i))
```

Diagnosis. The first message says that Lean finds no declaration called `Pi.exp_apply` in this file, so the `rw` that cites it fails. The second shows the goal left unproved as a result. Its left side is the exponential of a whole function, evaluated at `i`, while the right side is a real exponential of one number. The missing step is that the exponential of a function can be taken entry by entry.

The repair proves this step as `happ`. It first shows that the exponential series is summable in the function space, because it is summable in each component. It then writes both exponentials as series with `NormedSpace.exp_eq_tsum`, and `tsum_apply` lets the sum be evaluated at `i` term by term. Rewriting with `happ` leaves the exponential of a single complex number, which `← Complex.exp_eq_exp_ℂ` turns into `Complex.exp`, and the `simp` already there closes the goal. The added comment only describes the step.

The mended proof, as a diff:

```diff
@@ -22,5 +22,14 @@
   congr 1
   funext i
-  rw [Pi.exp_apply, ← Complex.exp_eq_exp_ℂ]
+  -- the exponential series is summed entry by entry
+  have happ : ∀ x : n → ℂ, NormedSpace.exp x i = NormedSpace.exp (x i) := by
+    intro x
+    have hs : Summable (fun k : ℕ => ((k.factorial : ℂ)⁻¹) • x ^ k) :=
+      Pi.summable.mpr fun j => Summable.of_norm (by
+        simpa [div_eq_inv_mul] using Real.summable_pow_div_factorial ‖x j‖)
+    have h1 := congrFun (NormedSpace.exp_eq_tsum (𝕂 := ℂ) (𝔸 := n → ℂ)) x
+    have h2 := congrFun (NormedSpace.exp_eq_tsum (𝕂 := ℂ) (𝔸 := ℂ)) (x i)
+    exact (congrFun h1 i).trans ((tsum_apply hs).trans h2.symm)
+  rw [happ, ← Complex.exp_eq_exp_ℂ]
   simp
 
```
